# The reduced PDF peak variance of a classical harmonic ring is $n(N-n)/N$ for $0 \le n \le N$

Treating the identical atoms of a vibrating chain as independent gives every peak of the pair distribution function (PDF) the same width, and the normal-mode sum that restores the correlations does not show by inspection how the width depends on separation. For a one-dimensional classical ring of $N$ identical atoms joined by identical nearest-neighbour harmonic springs, that sum gives the variance $n(N-n)/N$, in units of the thermal energy $kT$ over the spring constant $K$, for atoms $n$ sites apart with $0 \le n \le N$, and it grows strictly up to half the ring.

```lean
import Mathlib

open Real Finset Filter Topology

namespace HarmonicRingPDF

noncomputable section

/-- Wave number `q_k = 2πk/N` of normal mode `k` of a ring of `N` atoms (unit spacing). -/
def waveNumber (N k : ℕ) : ℝ := 2 * π * k / N

/-- Weight `(1 - cos q_k n)/(1 - cos q_k)` of mode `k` for a pair of atoms `n` sites apart. -/
def modeWeight (N k n : ℕ) : ℝ :=
  (1 - cos (waveNumber N k * n)) / (1 - cos (waveNumber N k))

/-- Reduced variance of the PDF peak at separation `n`: the mode weights summed over
`k = 1, …, N-1` and divided by `N`. -/
def peakVariance (N n : ℕ) : ℝ := 1 / N * ∑ k ∈ Ico 1 N, modeWeight N k n

/-- Squared frequency `ω_k² = (2K/M)(1 - cos q_k)` for spring constant `K` and mass `M`. -/
def modeFreqSq (K M : ℝ) (N k : ℕ) : ℝ := 2 * K / M * (1 - cos (waveNumber N k))

/-- Classical variance of the distance of two atoms `n` sites apart as a mode sum: amplitude
`kT/(M ω_k²)` times the factor `2(1 - cos q_k n)`, summed over `k = 1, …, N-1`, over `N`. -/
def thermalVariance (kT K M : ℝ) (N n : ℕ) : ℝ :=
  1 / N * ∑ k ∈ Ico 1 N,
    kT / (M * modeFreqSq K M N k) * (2 * (1 - cos (waveNumber N k * n)))

/-- The sine of the half angle `πk/N` is positive for `0 < k < N`. -/
theorem sin_half_pos {N k : ℕ} (h0 : 0 < k) (h1 : k < N) : 0 < sin (π * k / N) := by
  have hk : (0 : ℝ) < k := by exact_mod_cast h0
  have hkN : (k : ℝ) < N := by exact_mod_cast h1
  have hN : (0 : ℝ) < N := hk.trans hkN
  apply Real.sin_pos_of_pos_of_lt_pi
  · exact div_pos (mul_pos pi_pos hk) hN
  · rw [div_lt_iff₀ hN]
    exact mul_lt_mul_of_pos_left hkN pi_pos

/-- Every mode `k = 1, …, N-1` has positive reduced stiffness `1 - cos q_k`. -/
theorem stiffness_pos {N k : ℕ} (hk : k ∈ Ico 1 N) : 0 < 1 - cos (waveNumber N k) := by
  obtain ⟨h0, h1⟩ := Finset.mem_Ico.1 hk
  have hs := sin_half_pos (N := N) (k := k) h0 h1
  have e : waveNumber N k = 2 * (π * k / N) := by unfold waveNumber; ring
  rw [e, Real.cos_two_mul]
  nlinarith [Real.sin_sq_add_cos_sq (π * k / N), mul_pos hs hs]

/-- For `0 < n < N` the cosines `cos q_k n` summed over the modes `k = 1, …, N-1` give `-1`. -/
theorem sum_cos_modes {N n : ℕ} (h0 : 0 < n) (h1 : n < N) :
    ∑ k ∈ Ico 1 N, cos (waveNumber N k * n) = -1 := by
  have hN : 0 < N := h0.trans h1
  have hN' : (N : ℝ) ≠ 0 := by exact_mod_cast hN.ne'
  have hs := sin_half_pos h0 h1
  obtain ⟨a, ha⟩ : ∃ a : ℝ, a = π * n / N := ⟨_, rfl⟩
  rw [← ha] at hs
  -- 2 sin a cos 2ka is a difference of neighbouring sines
  have term : ∀ k : ℕ, 2 * sin a * cos (waveNumber N k * n)
      = sin ((2 * ((k + 1 : ℕ) : ℝ) - 1) * a) - sin ((2 * (k : ℝ) - 1) * a) := by
    intro k
    have e1 : (2 * ((k + 1 : ℕ) : ℝ) - 1) * a = waveNumber N k * n + a := by
      rw [ha]; unfold waveNumber; push_cast; ring
    have e2 : (2 * (k : ℝ) - 1) * a = waveNumber N k * n - a := by
      rw [ha]; unfold waveNumber; ring
    rw [e1, e2, Real.sin_add, Real.sin_sub]
    ring
  have tele : ∑ k ∈ range N,
      (sin ((2 * ((k + 1 : ℕ) : ℝ) - 1) * a) - sin ((2 * (k : ℝ) - 1) * a))
      = sin ((2 * (N : ℝ) - 1) * a) - sin ((2 * ((0 : ℕ) : ℝ) - 1) * a) :=
    Finset.sum_range_sub (fun k : ℕ => sin ((2 * (k : ℝ) - 1) * a)) N
  have top : sin ((2 * (N : ℝ) - 1) * a) = -sin a := by
    have e : (2 * (N : ℝ) - 1) * a = n * (2 * π) - a := by
      rw [ha]; field_simp
    rw [e, Real.sin_nat_mul_two_pi_sub]
  have bot : sin ((2 * ((0 : ℕ) : ℝ) - 1) * a) = -sin a := by simp
  have full : 2 * sin a * ∑ k ∈ range N, cos (waveNumber N k * n) = 0 := by
    calc 2 * sin a * ∑ k ∈ range N, cos (waveNumber N k * n)
        = ∑ k ∈ range N,
          (sin ((2 * ((k + 1 : ℕ) : ℝ) - 1) * a) - sin ((2 * (k : ℝ) - 1) * a)) := by
          rw [Finset.mul_sum]
          exact Finset.sum_congr rfl fun k _ => term k
      _ = 0 := by rw [tele, top, bot, sub_self]
  have zero := (mul_eq_zero.1 full).resolve_left (mul_pos two_pos hs).ne'
  -- remove the translation mode k = 0
  have hsplit : ∑ k ∈ range N, cos (waveNumber N k * n)
      = cos (waveNumber N 0 * n) + ∑ k ∈ Ico 1 N, cos (waveNumber N k * n) := by
    rw [Finset.range_eq_Ico]
    exact Finset.sum_eq_sum_Ico_succ_bot hN _
  have c0 : cos (waveNumber N 0 * n) = 1 := by simp [waveNumber]
  linarith

/-- The second difference of the peak variance in the separation, centred at `n + 1 < N`,
equals `-2/N`. -/
theorem peakVariance_second_diff {N n : ℕ} (h : n + 1 < N) :
    peakVariance N (n + 2) - 2 * peakVariance N (n + 1) + peakVariance N n = -2 / N := by
  have aux : ∀ x y : ℝ, 1 - cos y ≠ 0 →
      (1 - cos (x + y)) / (1 - cos y) - 2 * ((1 - cos x) / (1 - cos y))
        + (1 - cos (x - y)) / (1 - cos y) = 2 * cos x := by
    intro x y hy
    rw [Real.cos_add, Real.cos_sub]
    field_simp
    ring
  -- the second difference cancels the stiffness in every mode
  have key : ∑ k ∈ Ico 1 N, modeWeight N k (n + 2) - 2 * ∑ k ∈ Ico 1 N, modeWeight N k (n + 1)
      + ∑ k ∈ Ico 1 N, modeWeight N k n
      = 2 * ∑ k ∈ Ico 1 N, cos (waveNumber N k * ((n + 1 : ℕ) : ℝ)) := by
    rw [Finset.mul_sum, Finset.mul_sum, ← Finset.sum_sub_distrib, ← Finset.sum_add_distrib]
    refine Finset.sum_congr rfl fun k hk => ?_
    have e1 : waveNumber N k * ((n + 2 : ℕ) : ℝ)
        = waveNumber N k * ((n + 1 : ℕ) : ℝ) + waveNumber N k := by push_cast; ring
    have e2 : waveNumber N k * (n : ℝ)
        = waveNumber N k * ((n + 1 : ℕ) : ℝ) - waveNumber N k := by push_cast; ring
    unfold modeWeight
    rw [e1, e2]
    exact aux _ _ (stiffness_pos hk).ne'
  rw [sum_cos_modes (Nat.succ_pos n) h] at key
  unfold peakVariance
  linear_combination (1 / (N : ℝ)) * key

/-- On a ring of `N` atoms the reduced peak variance at separation `n ≤ N` is `n(N - n)/N`. -/
theorem peakVariance_eq {N n : ℕ} (hN : 0 < N) (hn : n ≤ N) :
    peakVariance N n = n * (N - n) / N := by
  have h0 : peakVariance N 0 = 0 := by simp [peakVariance, modeWeight]
  -- for nearest neighbours every mode has weight one
  have h1 : peakVariance N 1 = (N - 1) / N := by
    have hs : ∑ k ∈ Ico 1 N, modeWeight N k 1 = ∑ k ∈ Ico 1 N, (1 : ℝ) := by
      refine Finset.sum_congr rfl fun k hk => ?_
      unfold modeWeight
      rw [Nat.cast_one, mul_one]
      exact div_self (stiffness_pos hk).ne'
    have hN1 : 1 ≤ N := hN
    unfold peakVariance
    rw [hs, Finset.sum_const, Nat.card_Ico, nsmul_eq_mul, Nat.cast_sub hN1]
    push_cast
    ring
  have main : ∀ j : ℕ, j + 1 ≤ N → peakVariance N j = j * (N - j) / N ∧
      peakVariance N (j + 1) = ((j + 1 : ℕ) : ℝ) * (N - ((j + 1 : ℕ) : ℝ)) / N := by
    intro j
    induction j with
    | zero => intro _; exact ⟨by simp [h0], by simp [h1]⟩
    | succ j ih =>
      intro hj
      obtain ⟨a, b⟩ := ih (by omega)
      have d : peakVariance N (j + 1 + 1) - 2 * peakVariance N (j + 1) + peakVariance N j
          = -2 / N := peakVariance_second_diff (by omega)
      refine ⟨b, ?_⟩
      push_cast at b ⊢
      linear_combination d + 2 * b - a
  rcases n with _ | n
  · simp [h0]
  · exact (main n hn).2

/-- For separations `m < n ≤ N`, the peak at `n` has the larger variance exactly when
`m + n < N`. -/
theorem peakVariance_lt_iff {N m n : ℕ} (hmn : m < n) (hn : n ≤ N) :
    peakVariance N m < peakVariance N n ↔ m + n < N := by
  have hN : 0 < N := by omega
  have hN' : (0 : ℝ) < N := by exact_mod_cast hN
  have hmn' : (m : ℝ) < n := by exact_mod_cast hmn
  rw [peakVariance_eq hN (by omega : m ≤ N), peakVariance_eq hN hn,
    div_lt_div_iff_of_pos_right hN']
  constructor
  · intro h
    by_contra hc
    have hc' : (N : ℝ) ≤ m + n := by exact_mod_cast not_lt.mp hc
    nlinarith [mul_nonneg (sub_pos.2 hmn').le (sub_nonneg.2 hc')]
  · intro h
    have h' : (m : ℝ) + n < N := by exact_mod_cast h
    nlinarith [mul_pos (sub_pos.2 hmn') (sub_pos.2 h')]

/-- The peak variance strictly increases with separation on the range `2n ≤ N`. -/
theorem peakVariance_strictMonoOn (N : ℕ) :
    StrictMonoOn (peakVariance N) {n | 2 * n ≤ N} := by
  intro m _ n hn hmn
  have hn' : 2 * n ≤ N := hn
  exact (peakVariance_lt_iff hmn (by omega)).2 (by omega)

/-- For `0 < N` and `n ≤ N` the peak variance is at most `N/4`, with equality exactly when `2n = N`.
-/
theorem peakVariance_le_quarter {N n : ℕ} (hN : 0 < N) (hn : n ≤ N) :
    peakVariance N n ≤ N / 4 ∧ (peakVariance N n = N / 4 ↔ 2 * n = N) := by
  have hN' : (0 : ℝ) < N := by exact_mod_cast hN
  have h4 : (0 : ℝ) < 4 * N := by positivity
  have key : (N : ℝ) / 4 - peakVariance N n = (N - 2 * n) ^ 2 / (4 * N) := by
    rw [peakVariance_eq hN hn]
    field_simp
    ring
  have hnn : 0 ≤ ((N : ℝ) - 2 * n) ^ 2 / (4 * N) := div_nonneg (sq_nonneg _) h4.le
  refine ⟨by linarith, fun h => ?_, fun h => ?_⟩
  · rw [h, sub_self] at key
    have h2 := (div_eq_zero_iff.1 key.symm).resolve_right h4.ne'
    have h3 := (pow_eq_zero_iff two_ne_zero).1 h2
    have h5 : 2 * (n : ℝ) = N := by linarith
    exact_mod_cast h5
  · have h5 : 2 * (n : ℝ) = N := by exact_mod_cast h
    have h6 : ((N : ℝ) - 2 * n) ^ 2 / (4 * N) = 0 := by rw [h5]; simp
    linarith

/-- In physical units, spring constant times thermal variance equals `kT · n(N - n)/N`, for positive
atomic mass and spring constant, `0 < N` and separation `n ≤ N`. -/
theorem thermalVariance_eq {kT K M : ℝ} (hK : 0 < K) (hM : 0 < M) {N n : ℕ}
    (hN : 0 < N) (hn : n ≤ N) :
    K * thermalVariance kT K M N n = kT * (n * (N - n) / N) := by
  have hs : K * ∑ k ∈ Ico 1 N,
      kT / (M * modeFreqSq K M N k) * (2 * (1 - cos (waveNumber N k * n)))
      = kT * ∑ k ∈ Ico 1 N, modeWeight N k n := by
    rw [Finset.mul_sum, Finset.mul_sum]
    refine Finset.sum_congr rfl fun k hk => ?_
    have h1 := (stiffness_pos hk).ne'
    have h2 := hK.ne'
    have h3 := hM.ne'
    unfold modeFreqSq modeWeight
    field_simp
  rw [← peakVariance_eq hN hn]
  unfold thermalVariance peakVariance
  linear_combination (1 / (N : ℝ)) * hs

/-- At fixed separation `n` the reduced peak variance tends to `n` as `N → ∞`. -/
theorem peakVariance_tendsto (n : ℕ) :
    Tendsto (fun N : ℕ => peakVariance N n) atTop (𝓝 (n : ℝ)) := by
  have h : Tendsto (fun N : ℕ => (n : ℝ) - (n : ℝ) ^ 2 / N) atTop (𝓝 ((n : ℝ) - 0)) :=
    tendsto_const_nhds.sub (tendsto_const_div_atTop_nhds_zero_nat ((n : ℝ) ^ 2))
  rw [sub_zero] at h
  refine h.congr' ?_
  filter_upwards [eventually_gt_atTop n] with N hN
  have hN0 : 0 < N := by omega
  have hN' : (N : ℝ) ≠ 0 := by exact_mod_cast hN0.ne'
  rw [peakVariance_eq hN0 hN.le]
  field_simp

end

end HarmonicRingPDF
```

```lean
#print axioms HarmonicRingPDF.peakVariance_eq
-- 'HarmonicRingPDF.peakVariance_eq' depends on axioms: [propext, Classical.choice, Quot.sound]
#print axioms HarmonicRingPDF.peakVariance_strictMonoOn
-- 'HarmonicRingPDF.peakVariance_strictMonoOn' depends on axioms: [propext, Classical.choice, Quot.sound]
#print axioms HarmonicRingPDF.thermalVariance_eq
-- 'HarmonicRingPDF.thermalVariance_eq' depends on axioms: [propext, Classical.choice, Quot.sound]
#print axioms HarmonicRingPDF.peakVariance_tendsto
-- 'HarmonicRingPDF.peakVariance_tendsto' depends on axioms: [propext, Classical.choice, Quot.sound]
```

## The closed form and its consequences

The number of atoms $N$, the mode index $k$ and the separation $n$ are natural numbers. `waveNumber N k` is $q_k = 2\pi k/N$, measured in inverse lattice spacings. `modeWeight N k n` is the ratio $(1-\cos q_k n)/(1-\cos q_k)$, and `peakVariance N n` is

$$\sigma^2(N,n) = \frac1N \sum_{k=1}^{N-1} \frac{1-\cos q_k n}{1-\cos q_k},$$

where `Ico 1 N` is the range $1 \le k \le N-1$. The prefactor is $1/N$ although only $N-1$ modes are summed.

`peakVariance_eq` states that $\sigma^2(N,n) = n(N-n)/N$ for $N > 0$ and $n \le N$, with the right side computed in the reals. For $N=1$ the sum is empty and both allowed separations give $0$; for $N=2$, $n=1$ the single mode has weight one and $\sigma^2 = 1/2$. The bound on $n$ matters: at $N=2$, $n=3$ the sum is $1/2$ while the formula would be negative.

For two separations $m < n \le N$, `peakVariance_lt_iff` says that $\sigma^2(N,m) < \sigma^2(N,n)$ exactly when $m+n<N$. `peakVariance_strictMonoOn` specialises this to strict increase on the set `{n | 2 * n ≤ N}`, for every $N$. `peakVariance_le_quarter` gives $\sigma^2(N,n) \le N/4$ for $N>0$, $n \le N$, with equality exactly when $2n=N$, so an odd ring stays strictly below the bound. `peakVariance_tendsto` says that $\sigma^2(N,n) \to n$ as $N\to\infty$ at fixed $n$.

`thermalVariance_eq` restores units. With spring constant $K>0$, atomic mass $M>0$ and thermal energy $kT$, a single real number unrelated to the index $k$ and not restricted in sign, the quantity $\sigma_T^2$ defined by `thermalVariance kT K M N n` obeys $K\sigma_T^2 = kT\, n(N-n)/N$ for $N>0$ and $n \le N$. The mass does not appear on the right.

## Springs, normal modes and equipartition

Atom $j$ is displaced by $u_j$ along the chain, with $u_{j+N}=u_j$, and the potential energy is $V = \tfrac K2 \sum_j (u_{j+1}-u_j)^2$. The constant $K$ is the curvature of the bond potential at its minimum. Expanding in complex mode amplitudes $Q_k$,

$$u_j = \frac{1}{\sqrt N}\sum_{k=0}^{N-1} Q_k e^{i q_k j},$$

the bond extension $u_{j+1}-u_j$ carries the factor $e^{iq_k}-1$ with $|e^{iq_k}-1|^2 = 2(1-\cos q_k)$. Orthogonality of the plane waves then gives

$$V = \tfrac12 \sum_k M\omega_k^2 |Q_k|^2, \qquad \omega_k^2 = \frac{2K}{M}(1-\cos q_k),$$

which is `modeFreqSq K M N k`. Classical equipartition sets $\langle Q_k Q_{k'}^*\rangle = \delta_{kk'}\, kT/(M\omega_k^2)$ for modes $k, k' \ne 0$, where the brackets denote the thermal average. The distance between atoms $j$ and $j+n$ fluctuates by $u_{j+n}-u_j$, which carries the factor $e^{iq_k n}-1$, so

$$\sigma_T^2 = \langle (u_{j+n}-u_j)^2\rangle = \frac1N\sum_{k=1}^{N-1} \frac{kT}{M\omega_k^2}\; 2(1-\cos q_k n).$$

The mode $k=0$ is a rigid translation that changes no distance and is left out. Inserting $\omega_k^2$ cancels $M$ and the factor $2$, leaving $\sigma_T^2 = (kT/K)\,\sigma^2(N,n)$.

In Lean the dispersion and this mode sum are definitions: there is no Hamiltonian, Boltzmann measure or displacement variable, so equipartition is an input. The model is one-dimensional, with identical masses, identical nearest-neighbour springs and fixed circumference. The separations $n$ and $N-n$ connect the same kind of pair the two ways round the ring, which matches the symmetry of $n(N-n)/N$; $n=0$ and $n=N$ both return to the starting atom and give zero. The shape of the peak and the PDF itself are not defined, only the variance.

A mechanical picture fits the formula, offered as interpretation rather than as one of the theorems above: the two atoms are joined by $n$ springs in series one way and $N-n$ the other, with combined stiffness $K/n + K/(N-n) = KN/[n(N-n)]$ for $0<n<N$, and $kT$ divided by this stiffness is $\sigma_T^2$.

For quantum nuclei in the same one-dimensional harmonic ring the amplitude $kT/(M\omega_k^2)$ becomes $(\hbar/2M\omega_k)\coth(\hbar\omega_k/2kT)$, with $\hbar$ the reduced Planck constant, and the classical sum is its form for $kT \gg \hbar\omega_k$.

## A constant second difference in the separation

The denominators are positive. Since $1-\cos q_k = 2\sin^2(\pi k/N)$ and $0<\pi k/N<\pi$ for $0<k<N$, each is twice the square of a positive number. `sin_half_pos` checks the two bounds on the angle, and `stiffness_pos` rewrites with `Real.cos_two_mul` and closes by `nlinarith` from $\sin^2+\cos^2=1$.

Next comes the cosine sum for $0<n<N$. Put $a=\pi n/N$, so that $q_k n = 2ka$. The addition formulas give

$$2\sin a\,\cos 2ka = \sin\big((2k+1)a\big)-\sin\big((2k-1)a\big).$$

Summed over $k=0,\dots,N-1$ this telescopes to $\sin((2N-1)a)-\sin(-a)$. Because $(2N-1)a = 2\pi n - a$, the first term is $-\sin a$, as is $\sin(-a)$, and the difference vanishes. As $\sin a>0$, the cosines over all $N$ modes sum to zero, and removing the $k=0$ term, which is $1$, leaves

$$\sum_{k=1}^{N-1}\cos q_k n = -1 .$$

In `sum_cos_modes` the product formula is `term`, the telescoping is `tele` via `Finset.sum_range_sub`, the two ends are `top` and `bot`, and `zero` divides out $2\sin a$ using `sin_half_pos` with $n$ in the place of $k$. The facts `hsplit` and `c0` peel off the translation mode.

The second difference in $n$ cancels the denominator. With $x=q_k(n+1)$ and $y=q_k$, and using $\cos(x+y)+\cos(x-y)=2\cos x\cos y$,

$$[1-\cos(x+y)] - 2[1-\cos x] + [1-\cos(x-y)] = 2\cos x\,(1-\cos y).$$

Dividing by $1-\cos y$ leaves $2\cos q_k(n+1)$ for each mode. For $n+1<N$ the cosine sum applies at separation $n+1$, so

$$\sigma^2(N,n+2) - 2\sigma^2(N,n+1)+\sigma^2(N,n) = -\frac2N .$$

In `peakVariance_second_diff`, `aux` is the identity in $x$ and $y$, `key` applies it term by term, and the final `linear_combination` multiplies by $1/N$.

Two starting values fix the recurrence. At $n=0$ every numerator vanishes, which is `h0` in `peakVariance_eq`. At $n=1$ each of the $N-1$ weights is one, so $\sigma^2(N,1)=(N-1)/N$, which is `h1`. The function $n(N-n)/N = n - n^2/N$ has the same starting values and the same second difference, since that of $n$ is $0$ and that of $n^2$ is $2$. The induction `main` carries the formula at $j$ and $j+1$ together, for $j+1\le N$. Its step solves the recurrence for the value at $j+2$ through `linear_combination d + 2 * b - a`, where `d` is the second difference and `a`, `b` are the formulas at $j$ and $j+1$.

The remaining theorems are algebra on the closed form. The ordering follows from

$$\sigma^2(N,n)-\sigma^2(N,m) = \frac{(n-m)(N-m-n)}{N},$$

whose sign for $m<n$ is that of $N-m-n$; the two `nlinarith` calls in `peakVariance_lt_iff` receive this product, up to sign, as a hint. If also $2n\le N$ then $m+n<2n\le N$, which `omega` supplies for the monotonicity. The bound comes from $N/4-\sigma^2(N,n) = (N-2n)^2/(4N)$, the `key` of `peakVariance_le_quarter`, which is non-negative and zero only at $2n=N$. In `thermalVariance_eq`, `field_simp` cancels $K$, $M$ and the factor $2$ mode by mode. For the limit, $\sigma^2(N,n)=n-n^2/N$ holds once $N>n$, which `eventually_gt_atTop` provides, and $n^2/N\to0$.

## The mode sum in a numerical calculation

A lattice-dynamics calculation of peak widths for this ring loops over $k=1,\dots,N-1$, accumulates the weights and divides by $N$. Starting the loop at $k=0$ produces $0/0$. For large $N$ the expression $1-\cos q_k$ loses digits to cancellation at small $q_k$, and the equivalent ratio $\sin^2(\pi k n/N)/\sin^2(\pi k/N)$ avoids that subtraction. The closed form gives exact values to compare with: for $N=4$, $n=2$ the weights of $k=1,2,3$ are $2,0,2$, so $\sigma^2=1=N/4$.

In a classical simulation of a finite periodic one-dimensional harmonic chain sampled canonically, the mean of $(u_{j+n}-u_j)^2$ is to be compared with $(kT/K)(n-n^2/N)$ for $0 \le n \le N$. The term $-n^2/N$ is the finite-size shift from the large-ring value $n$, a relative reduction of $n/N$ for $n>0$, so at $2n=N$ the variance is half of its large-ring value.
